# For a stationary flux with continuous, integrable autocorrelation, the mean-square Helfand moment over 2T tends to the Green-Kubo integral

## Does a slow correlation tail spoil the Helfand estimate?

To get a transport coefficient from an equilibrium molecular dynamics run, I accumulate a flux $J$ from time $0$ to $T$, average the square of the result, and divide by $2T$. This should agree at long times with the Green-Kubo integral of the autocorrelation $C(u)$. But the square carries a weight $T-u$, which leaves a correction $-\frac1T\int_0^T u\,C(u)\,du$. My $C$ decays roughly as $u^{-3/2}$, so that integral diverges as $T$ grows. Do the two estimates still agree?

## Absolute integrability of C is enough

Yes. For your tail the integral grows only as $\sqrt T$, so the correction vanishes after division by $T$. The general argument never needs $u\,C(u)$ to be integrable.

Write $G(T)=\int_0^T J(t)\,dt$ for the accumulated flux, the Helfand moment, and let stationarity mean $\langle J(s)J(t)\rangle=C(s-t)$. Exchanging the two factors shows that $C$ is even. Also,
$$\langle (J(s)-J(t))^2\rangle=2\,[C(0)-C(s-t)],$$
so continuity of $C$ makes $J$ continuous in mean square, and its time integral is well defined. Taking the average inside the integrals gives
$$\langle G(T)^2\rangle=\int_0^T\!\!\int_0^T C(s-t)\,dt\,ds.$$

Let $K(x)=\int_0^x C(u)\,du$, which is odd because $C$ is even. Substituting $v=s-t$, the inner integral is
$$\int_{s-T}^{s}C(v)\,dv=K(s)-K(s-T)=K(s)+K(T-s).$$
Both terms have the same integral over $s\in[0,T]$, so the double integral is $2\int_0^T K(s)\,ds$. Integration by parts gives
$$\int_0^T(T-u)C(u)\,du=\big[(T-u)K(u)\big]_0^T+\int_0^T K(u)\,du=\int_0^T K(u)\,du,$$
since the boundary terms vanish. Hence, for $T>0$,
$$\frac{\langle G(T)^2\rangle}{2T}=\int_0^\infty \max(1-u/T,\,0)\,C(u)\,du.$$
The integrand is bounded by $|C(u)|$ and tends to $C(u)$ at each $u$. Dominated convergence gives the limit $\int_0^\infty C(u)\,du$.

In the Lean file, fluctuating quantities are vectors in a real Hilbert space `H`. The inner product stands for the ensemble average of a product, so `‖helfandMoment J T‖ ^ 2` is $\langle G(T)^2\rangle$. `IsStationaryFlux J C` is the stationarity condition above, and constrains only second moments. `greenKubo C T` is $K(T)$, `Ioi 0` is $(0,\infty)$, and `atTop` means $T\to\infty$. Here $T$ is time, not temperature, and prefactors such as volume and $k_B$ are left out.

`Integrable C` is assumed: physically, the flux must lose its memory fast enough. A nonzero mean flux has to be subtracted first, because it adds a constant to $C$. The result bears on equilibrium simulation for a single real flux component; replacing the ensemble average by an average over time origins of one trajectory needs a separate ergodicity argument.

```lean
import Mathlib

open MeasureTheory Filter Set Topology

namespace EinsteinHelfand

noncomputable section

/-- The running Green-Kubo integral of a correlation function `C` from time `0` to `T`. -/
def greenKubo (C : ℝ → ℝ) (T : ℝ) : ℝ := ∫ u in (0 : ℝ)..T, C u

/-- For a continuous even correlation function, the double time integral reduces to a single
integral over the time lag `u` with weight `2 (T - u)`. -/
theorem double_integral_eq_weighted {C : ℝ → ℝ} (hC : Continuous C)
    (hE : ∀ u, C (-u) = C u) (T : ℝ) :
    ∫ s in (0 : ℝ)..T, ∫ t in (0 : ℝ)..T, C (s - t) =
      2 * ∫ u in (0 : ℝ)..T, (T - u) * C u := by
  have hd : ∀ x, HasDerivAt (greenKubo C) (C x) x := fun x =>
    (hC.integral_hasStrictDerivAt 0 x).hasDerivAt
  have hF : Continuous (greenKubo C) :=
    continuous_iff_continuousAt.2 fun x => (hd x).continuousAt
  have hF' : Continuous fun s => greenKubo C (T - s) := hF.comp (by fun_prop)
  -- the running integral of an even function is odd
  have hodd : ∀ x, greenKubo C (-x) = -greenKubo C x := by
    intro x
    have h := intervalIntegral.integral_comp_neg (a := 0) (b := x) C
    simp only [hE, neg_zero] at h
    unfold greenKubo
    rw [intervalIntegral.integral_symm (-x) 0, ← h]
  have inner_int : ∀ s, ∫ t in (0 : ℝ)..T, C (s - t) =
      greenKubo C s + greenKubo C (T - s) := by
    intro s
    have h := intervalIntegral.integral_interval_sub_left
      (hC.intervalIntegrable (μ := volume) 0 s) (hC.intervalIntegrable 0 (s - T))
    have h2 := hodd (T - s)
    rw [neg_sub] at h2
    rw [intervalIntegral.integral_comp_sub_left C s, sub_zero]
    unfold greenKubo at h2 ⊢
    linarith
  -- integration by parts; both boundary terms vanish
  have h0 : greenKubo C 0 = 0 := by simp [greenKubo]
  have h := intervalIntegral.integral_mul_deriv_eq_deriv_mul (a := 0) (b := T)
    (u := fun x => T - x) (u' := fun _ => -1) (v := greenKubo C) (v' := C)
    (fun x _ => (hasDerivAt_id' x).const_sub T) (fun x _ => hd x)
    (continuous_const.intervalIntegrable _ _) (hC.intervalIntegrable _ _)
  simp only [sub_self, zero_mul, h0, mul_zero, neg_mul, one_mul,
    intervalIntegral.integral_neg] at h
  simp_rw [inner_int]
  rw [intervalIntegral.integral_add (hF.intervalIntegrable _ _) (hF'.intervalIntegrable _ _),
    intervalIntegral.integral_comp_sub_left (greenKubo C) T, sub_self, sub_zero]
  linarith

/-- For a continuous, even, absolutely integrable correlation function, the double time
integral divided by `T` tends to twice the integral of `C` over positive times. -/
theorem tendsto_double_integral_div {C : ℝ → ℝ} (hC : Continuous C)
    (hE : ∀ u, C (-u) = C u) (hI : Integrable C) :
    Tendsto (fun T : ℝ => (∫ s in (0 : ℝ)..T, ∫ t in (0 : ℝ)..T, C (s - t)) / T)
      atTop (𝓝 (2 * ∫ u in Ioi (0 : ℝ), C u)) := by
  -- dominated convergence for the triangular weight
  have key : Tendsto (fun T : ℝ => ∫ u in Ioi (0 : ℝ), max (1 - u / T) 0 * C u)
      atTop (𝓝 (∫ u in Ioi (0 : ℝ), C u)) := by
    refine tendsto_integral_filter_of_dominated_convergence (fun u => ‖C u‖) ?_ ?_
      hI.norm.integrableOn ?_
    · exact Eventually.of_forall fun T =>
        (by fun_prop : Continuous fun u : ℝ => max (1 - u / T) 0 * C u).aestronglyMeasurable
    · filter_upwards [eventually_gt_atTop (0 : ℝ)] with T hT
      filter_upwards [ae_restrict_mem measurableSet_Ioi] with u hu
      have hu' : 0 < u := hu
      have hq : 0 ≤ u / T := by positivity
      rw [norm_mul, Real.norm_of_nonneg (le_max_right _ _)]
      exact mul_le_of_le_one_left (norm_nonneg _) (max_le (by linarith) zero_le_one)
    · refine Eventually.of_forall fun u => ?_
      have h : Tendsto (fun T : ℝ => u / T) atTop (𝓝 0) :=
        tendsto_const_nhds.div_atTop tendsto_id
      have h2 := ((h.const_sub 1).max (tendsto_const_nhds (x := (0 : ℝ)))).mul_const (C u)
      have e : max ((1 : ℝ) - 0) 0 * C u = C u := by norm_num
      rw [e] at h2
      exact h2
  refine (key.const_mul 2).congr' ?_
  filter_upwards [eventually_gt_atTop (0 : ℝ)] with T hT
  -- the weight vanishes beyond the observation time
  have hcut : ∫ u in Ioi (0 : ℝ), max (1 - u / T) 0 * C u =
      ∫ u in Ioc (0 : ℝ) T, max (1 - u / T) 0 * C u := by
    refine setIntegral_eq_of_subset_of_forall_sdiff_eq_zero measurableSet_Ioi
      (fun x hx => hx.1) fun x hx => ?_
    have hx' : T < x := by
      by_contra h
      exact hx.2 ⟨hx.1, not_lt.1 h⟩
    have hq : 1 ≤ x / T := (one_le_div hT).2 hx'.le
    rw [max_eq_right (by linarith), zero_mul]
  rw [hcut, ← intervalIntegral.integral_of_le hT.le, double_integral_eq_weighted hC hE,
    mul_div_assoc, ← intervalIntegral.integral_div]
  congr 1
  refine intervalIntegral.integral_congr fun u hu => ?_
  rw [uIcc_of_le hT.le] at hu
  have hq : u / T ≤ 1 := (div_le_one hT).2 hu.2
  change max (1 - u / T) 0 * C u = (T - u) * C u / T
  rw [max_eq_left (by linarith)]
  field_simp

variable {H : Type*} [NormedAddCommGroup H] [InnerProductSpace ℝ H]

/-- A fluctuating flux `J` is stationary with autocorrelation `C` if the average of
`J s` times `J t`, given by the inner product, is `C (s - t)`. -/
def IsStationaryFlux (J : ℝ → H) (C : ℝ → ℝ) : Prop :=
  ∀ s t, inner ℝ (J s) (J t) = C (s - t)

/-- The Helfand moment: the flux accumulated from time `0` to `T`. -/
def helfandMoment (J : ℝ → H) (T : ℝ) : H := ∫ t in (0 : ℝ)..T, J t

/-- The autocorrelation of a stationary flux is even in time. -/
theorem IsStationaryFlux.even {J : ℝ → H} {C : ℝ → ℝ} (h : IsStationaryFlux J C) (u : ℝ) :
    C (-u) = C u := by
  have h1 := h 0 u
  have h2 := h u 0
  rw [zero_sub] at h1
  rw [sub_zero] at h2
  rw [← h1, ← h2, real_inner_comm]

/-- A stationary flux with continuous autocorrelation is continuous in mean square. -/
theorem IsStationaryFlux.continuous {J : ℝ → H} {C : ℝ → ℝ} (h : IsStationaryFlux J C)
    (hC : Continuous C) : Continuous J := by
  refine continuous_iff_continuousAt.2 fun t => ?_
  have e : ∀ s, ‖J s - J t‖ = √(2 * (C 0 - C (s - t))) := by
    intro s
    have h1 := h s s
    have h2 := h t t
    rw [real_inner_self_eq_norm_sq, sub_self] at h1 h2
    have h3 : ‖J s - J t‖ ^ 2 = 2 * (C 0 - C (s - t)) := by
      rw [norm_sub_sq_real, h1, h2, h s t]
      ring
    rw [← h3, Real.sqrt_sq (norm_nonneg _)]
  have c : Continuous fun s => √(2 * (C 0 - C (s - t))) := by fun_prop
  have l := c.tendsto t
  simp only [sub_self, mul_zero, Real.sqrt_zero] at l
  rw [ContinuousAt, tendsto_iff_norm_sub_tendsto_zero]
  simpa only [e] using l

variable [CompleteSpace H]

/-- For a stationary flux with continuous autocorrelation, the mean square of the Helfand
moment is the double time integral of the autocorrelation. -/
theorem mean_square_helfandMoment {J : ℝ → H} {C : ℝ → ℝ} (h : IsStationaryFlux J C)
    (hC : Continuous C) (T : ℝ) :
    ‖helfandMoment J T‖ ^ 2 = ∫ s in (0 : ℝ)..T, ∫ t in (0 : ℝ)..T, C (s - t) := by
  -- averaging commutes with the time integral
  have pull : ∀ x : H, inner ℝ x (helfandMoment J T) = ∫ t in (0 : ℝ)..T, inner ℝ x (J t) :=
    fun x => ((innerSL ℝ x).intervalIntegral_comp_comm
      ((h.continuous hC).intervalIntegrable 0 T)).symm
  rw [← real_inner_self_eq_norm_sq, pull]
  refine intervalIntegral.integral_congr fun s _ => ?_

  rw [real_inner_comm, pull]
  exact intervalIntegral.integral_congr fun t _ => h s t

/-- **Einstein-Helfand relation.** For a stationary flux with continuous, absolutely integrable
autocorrelation, the mean square of the Helfand moment divided by `2 T` tends to the
integral of the autocorrelation over positive times. -/
theorem einstein_helfand {J : ℝ → H} {C : ℝ → ℝ} (h : IsStationaryFlux J C)
    (hC : Continuous C) (hI : Integrable C) :
    Tendsto (fun T : ℝ => ‖helfandMoment J T‖ ^ 2 / (2 * T)) atTop
      (𝓝 (∫ u in Ioi (0 : ℝ), C u)) := by
  have l := (tendsto_double_integral_div hC h.even hI).div_const 2
  rw [mul_div_cancel_left₀ _ (two_ne_zero' ℝ)] at l
  refine l.congr fun T => ?_
  rw [mean_square_helfandMoment h hC, div_div, mul_comm T 2]

/-- A box of unit height on the interval from `t` to `t + 1`, as a square-integrable function. -/
def boxFlux (t : ℝ) : Lp ℝ 2 (volume : Measure ℝ) :=
  indicatorConstLp 2 (measurableSet_Icc : MeasurableSet (Icc t (t + 1)))
    measure_Icc_lt_top.ne 1

/-- The sliding unit box is a stationary flux, and its triangular autocorrelation is continuous
and absolutely integrable. -/
theorem einstein_helfand_witness :
    IsStationaryFlux boxFlux (fun u => max (1 - |u|) 0) ∧
      Continuous (fun u : ℝ => max (1 - |u|) 0) ∧
      Integrable (fun u : ℝ => max (1 - |u|) 0) := by
  have hc : Continuous (fun u : ℝ => max (1 - |u|) 0) := by fun_prop
  refine ⟨fun s t => ?_, hc, hc.integrable_of_hasCompactSupport ?_⟩
  · -- the correlation is the length of the overlap of two boxes
    have e : Icc t (t + 1) ∩ Icc s (s + 1) = Icc (max t s) (min (t + 1) (s + 1)) :=
      Icc_inter_Icc
    have d : min (t + 1) (s + 1) - max t s = 1 - |s - t| := by
      rcases le_total s t with h | h
      · rw [max_eq_left h, min_eq_right (by linarith), abs_of_nonpos (sub_nonpos.2 h)]
        ring
      · rw [max_eq_right h, min_eq_left (by linarith), abs_of_nonneg (sub_nonneg.2 h)]
        ring
    change inner ℝ (boxFlux s) (boxFlux t) = max (1 - |s - t|) 0
    unfold boxFlux
    rw [L2.inner_indicatorConstLp_one, setIntegral_indicatorConstLp measurableSet_Icc,
      smul_eq_mul, mul_one, e, Real.volume_real_Icc, d]
  · refine HasCompactSupport.intro (isCompact_Icc : IsCompact (Icc (-1 : ℝ) 1)) fun x hx => ?_
    have hx' : 1 < |x| := by
      by_contra h
      exact hx (abs_le.1 (not_lt.1 h))
    exact max_eq_right (by linarith)

end

end EinsteinHelfand
```

```lean
#print axioms EinsteinHelfand.mean_square_helfandMoment
-- 'EinsteinHelfand.mean_square_helfandMoment' depends on axioms: [propext, Classical.choice, Quot.sound]
#print axioms EinsteinHelfand.einstein_helfand
-- 'EinsteinHelfand.einstein_helfand' depends on axioms: [propext, Classical.choice, Quot.sound]
```

`double_integral_eq_weighted` carries out the finite-time calculation and needs no integrability over the whole line. Its steps `hodd` and `inner_int` are the oddness of $K$ and the formula for the inner integral; `integral_mul_deriv_eq_deriv_mul` is the integration by parts.

In `tendsto_double_integral_div`, `key` applies dominated convergence to the triangular weight. Then `hcut` removes the range $u>T$, where the weight is zero, and the remaining lines match the integral to the finite-time formula. This theorem divides by $T$, so its limit is twice the Green-Kubo integral.

`IsStationaryFlux.even` and `IsStationaryFlux.continuous` derive the two properties of $C$ and $J$ from stationarity, the second using continuity of $C$. In `mean_square_helfandMoment`, `pull` moves the inner product through the time integral, once for each factor of $G(T)$. `einstein_helfand` combines these results and halves the limit.

Finally, `einstein_helfand_witness` supplies a concrete flux that meets every hypothesis: `boxFlux t` is the indicator function of $[t,t+1]$ in $L^2(\mathbb R)$. The inner product of two such boxes is the length of their overlap, which gives $C(u)=\max(1-|u|,0)$. This is a mathematical example, with integration over the line in place of a thermal average.
